# A band occupation matrix with $0\le F\le 1$ is diagonal in S-orthonormal natural orbitals

Orbitals are modelled here as columns of a complex coefficient matrix, and their density matrix is defined as an explicit occupation-weighted sum of outer products, so its equality with the band expression $CFC^\dagger$ has to be proved. Here $C$ holds the coefficients of bands that are orthonormal with respect to an overlap matrix $S$, meaning $C^\dagger SC=1$, and $F$ is their occupation matrix, which may have off-diagonal elements.

```lean
import Mathlib

open Matrix
open scoped ComplexOrder

namespace PAWNaturalOrbitals

variable {n J p : Type*} [Fintype n] [Fintype J] [DecidableEq J]

/-- The `i`-th orbital, stored as the `i`-th column of the coefficient matrix. -/
def orbital {n J : Type*} (Φ : Matrix n J ℂ) (i : J) : n → ℂ := fun r => Φ r i

/-- The one-body density matrix `∑ i, n_i φ_i φ_i†` of orbitals `φ_i` with
occupations `n_i`. -/
noncomputable def orbitalDensity {n J : Type*} [Fintype J]
    (Φ : Matrix n J ℂ) (occ : J → ℝ) : Matrix n n ℂ :=
  ∑ i, (occ i : ℂ) • vecMulVec (orbital Φ i) (star (orbital Φ i))

omit [Fintype n] in
/-- The weighted sum over orbitals is the matrix product `Φ diag(n) Φ†`. -/
theorem orbitalDensity_eq (Φ : Matrix n J ℂ) (occ : J → ℝ) :
    orbitalDensity Φ occ = Φ * diagonal (fun i => (occ i : ℂ)) * Φᴴ := by
  ext r s
  rw [Matrix.mul_apply]
  simp only [orbitalDensity, orbital, Matrix.sum_apply, Matrix.smul_apply,
    vecMulVec_apply, smul_eq_mul, mul_diagonal, conjTranspose_apply, Pi.star_apply]
  exact Finset.sum_congr rfl fun i _ => by ring

/-- An occupation matrix with `0 ≤ F ≤ 1` is diagonalised by a unitary band rotation,
and its diagonal occupations lie between 0 and 1. -/
theorem diagonalise_occupations (F : Matrix J J ℂ)
    (hF : F.PosSemidef) (hF1 : (1 - F).PosSemidef) :
    ∃ U ∈ unitaryGroup J ℂ, ∃ occ : J → ℝ, (∀ i, 0 ≤ occ i ∧ occ i ≤ 1) ∧
      F = U * diagonal (fun i => (occ i : ℂ)) * Uᴴ := by
  -- the spectral theorem supplies the rotation; positivity of F makes the eigenvalues nonnegative
  have hs : ∃ U ∈ unitaryGroup J ℂ, ∃ occ : J → ℝ, (∀ i, 0 ≤ occ i) ∧
      F = U * diagonal (fun i => (occ i : ℂ)) * Uᴴ := by
    have h := hF.1.spectral_theorem
    rw [Unitary.conjStarAlgAut_apply] at h
    exact ⟨hF.1.eigenvectorUnitary, hF.1.eigenvectorUnitary.2, hF.1.eigenvalues,
      fun i => hF.eigenvalues_nonneg i, h⟩
  obtain ⟨U, hU, occ, h0, hd⟩ := hs
  refine ⟨U, hU, occ, fun i => ⟨h0 i, ?_⟩, hd⟩
  have hUU : Uᴴ * U = 1 := mem_unitaryGroup_iff'.mp hU
  -- in the rotated basis, 1 - F has diagonal entries 1 - n_i
  have e : Uᴴ * (1 - F) * U = 1 - diagonal (fun i => (occ i : ℂ)) := by
    rw [hd]
    calc Uᴴ * (1 - U * diagonal (fun i => (occ i : ℂ)) * Uᴴ) * U
        = Uᴴ * U - (Uᴴ * U) * diagonal (fun i => (occ i : ℂ)) * (Uᴴ * U) := by
          noncomm_ring
      _ = _ := by rw [hUU, one_mul, mul_one]
  have hp := (hF1.conjTranspose_mul_mul_same U).diag_nonneg (i := i)
  rw [e] at hp
  simp only [Matrix.sub_apply, one_apply_eq, diagonal_apply_eq] at hp
  have hr : (0 : ℂ) ≤ ((1 - occ i : ℝ) : ℂ) := by
    push_cast
    exact hp
  linarith [Complex.zero_le_real.mp hr]

/-- A unitary rotation of S-orthonormal bands gives S-orthonormal orbitals. -/
theorem rotated_orthonormal (S : Matrix n n ℂ) (C : Matrix n J ℂ) (U : Matrix J J ℂ)
    (hC : Cᴴ * S * C = 1) (hU : U ∈ unitaryGroup J ℂ) :
    (C * U)ᴴ * S * (C * U) = 1 := by
  calc (C * U)ᴴ * S * (C * U) = Uᴴ * (Cᴴ * S * C) * U := by
        simp only [conjTranspose_mul, Matrix.mul_assoc]
    _ = 1 := by
        rw [hC, Matrix.mul_one]
        exact mem_unitaryGroup_iff'.mp hU

/-- For an occupation matrix `0 ≤ F ≤ 1` there are a unitary `U` and occupations in
`[0,1]` such that, for all S-orthonormal bands `C`, the columns of `C U` are
S-orthonormal and reproduce the density matrix `C F C†` and its projector occupations
`P (C F C†) P†` for every set of projectors `P`. -/
theorem natural_orbitals (F : Matrix J J ℂ)
    (hF : F.PosSemidef) (hF1 : (1 - F).PosSemidef) :
    ∃ U ∈ unitaryGroup J ℂ, ∃ occ : J → ℝ, (∀ i, 0 ≤ occ i ∧ occ i ≤ 1) ∧
      ∀ (S : Matrix n n ℂ) (C : Matrix n J ℂ), Cᴴ * S * C = 1 →
        (C * U)ᴴ * S * (C * U) = 1 ∧
        C * F * Cᴴ = orbitalDensity (C * U) occ ∧
        ∀ P : Matrix p n ℂ,
          P * (C * F * Cᴴ) * Pᴴ = orbitalDensity (P * (C * U)) occ := by
  obtain ⟨U, hU, occ, hocc, hd⟩ := diagonalise_occupations F hF hF1
  refine ⟨U, hU, occ, hocc, fun S C hC => ⟨rotated_orthonormal S C U hC hU, ?_, ?_⟩⟩
  · rw [orbitalDensity_eq, hd]
    simp only [conjTranspose_mul, Matrix.mul_assoc]
  · intro P
    rw [orbitalDensity_eq, hd]
    simp only [conjTranspose_mul, Matrix.mul_assoc]

omit [DecidableEq J] in
/-- The expectation value of any one-body operator `A` is the occupation-weighted sum
of its orbital expectation values `φ_i† A φ_i`. -/
theorem expectation_value (Φ : Matrix n J ℂ) (occ : J → ℝ) (A : Matrix n n ℂ) :
    trace (orbitalDensity Φ occ * A) =
      ∑ i, (occ i : ℂ) * (star (orbital Φ i) ⬝ᵥ A *ᵥ orbital Φ i) := by
  simp only [orbitalDensity, Matrix.sum_mul, trace_sum, Matrix.smul_mul, trace_smul,
    smul_eq_mul]
  refine Finset.sum_congr rfl fun i _ => congrArg _ ?_
  simp only [trace, diag_apply, Matrix.mul_apply, vecMulVec_apply, dotProduct, mulVec,
    Finset.mul_sum]
  rw [Finset.sum_comm]
  exact Finset.sum_congr rfl fun s _ => Finset.sum_congr rfl fun r _ => by ring

/-- Each orbital of an S-orthonormal set is an eigenvector of `γ S`, where `γ` is the
density matrix of the set, and the eigenvalue is its occupation. -/
theorem natural_eigenvalue (S : Matrix n n ℂ) (Φ : Matrix n J ℂ) (occ : J → ℝ)
    (h : Φᴴ * S * Φ = 1) (i : J) :
    (orbitalDensity Φ occ * S) *ᵥ orbital Φ i = (occ i : ℂ) • orbital Φ i := by
  have m : orbitalDensity Φ occ * S * Φ = Φ * diagonal (fun i => (occ i : ℂ)) := by
    rw [orbitalDensity_eq]
    calc _ = Φ * diagonal (fun i => (occ i : ℂ)) * (Φᴴ * S * Φ) := by
          simp only [Matrix.mul_assoc]
      _ = _ := by rw [h, Matrix.mul_one]
  ext r
  change (orbitalDensity Φ occ * S * Φ) r i = (occ i : ℂ) * Φ r i
  rw [m, mul_diagonal, mul_comm]


/-- For S-orthonormal orbitals the density matrix satisfies `γ S γ = γ` exactly when
every occupation is 0 or 1. -/
theorem idempotent_iff (S : Matrix n n ℂ) (Φ : Matrix n J ℂ) (occ : J → ℝ)
    (h : Φᴴ * S * Φ = 1) :
    orbitalDensity Φ occ * S * orbitalDensity Φ occ = orbitalDensity Φ occ ↔
      ∀ i, occ i = 0 ∨ occ i = 1 := by
  rw [orbitalDensity_eq]
  set D : Matrix J J ℂ := diagonal (fun i => (occ i : ℂ)) with hD
  have key : Φ * D * Φᴴ * S * (Φ * D * Φᴴ) = Φ * (D * D) * Φᴴ := by
    calc _ = Φ * D * (Φᴴ * S * Φ) * D * Φᴴ := by simp only [Matrix.mul_assoc]
      _ = _ := by rw [h, Matrix.mul_one, Matrix.mul_assoc Φ D D]
  -- orthonormality recovers the band matrix X from Φ X Φ†
  have back : ∀ X : Matrix J J ℂ, Φᴴ * S * (Φ * X * Φᴴ) * (S * Φ) = X := by
    intro X
    calc _ = (Φᴴ * S * Φ) * X * (Φᴴ * S * Φ) := by simp only [Matrix.mul_assoc]
      _ = X := by rw [h, Matrix.one_mul, Matrix.mul_one]
  rw [key]
  constructor
  · intro e i
    have hDD : D * D = D := by rw [← back (D * D), e, back]
    have hi := congrFun (congrFun hDD i) i
    simp only [hD, diagonal_mul_diagonal, diagonal_apply_eq] at hi
    have hr : occ i * occ i = occ i := by exact_mod_cast hi
    have hz : occ i * (occ i - 1) = 0 := by linarith
    rcases mul_eq_zero.mp hz with h0 | h1
    · exact Or.inl h0
    · exact Or.inr (by linarith)
  · intro ho
    have hDD : D * D = D := by
      rw [hD, diagonal_mul_diagonal]
      congr 1
      funext i
      rcases ho i with h0 | h1
      · simp [h0]
      · simp [h1]
    rw [hDD]

/-- Two bands with a non-diagonal overlap matrix and a non-diagonal occupation matrix
satisfy `0 ≤ F ≤ 1` and `C† S C = 1`. -/
theorem natural_orbitals_witness :
    (!![1/2, 1/4; 1/4, 1/2] : Matrix (Fin 2) (Fin 2) ℂ).PosSemidef ∧
    (1 - !![1/2, 1/4; 1/4, 1/2] : Matrix (Fin 2) (Fin 2) ℂ).PosSemidef ∧
    (!![1, -1; 0, 1] : Matrix (Fin 2) (Fin 2) ℂ)ᴴ * !![1, 1; 1, 2] * !![1, -1; 0, 1]
      = 1 := by
  have h2 : (starRingEnd ℂ) (2 : ℂ) = 2 := Complex.ext (by simp) (by simp)
  refine ⟨?_, ?_, ?_⟩
  · have e : (!![1/2, 1/4; 1/4, 1/2] : Matrix (Fin 2) (Fin 2) ℂ) =
        (!![1/2, 1/2; 1/2, 0; 0, 1/2] : Matrix (Fin 3) (Fin 2) ℂ)ᴴ *
          (!![1/2, 1/2; 1/2, 0; 0, 1/2] : Matrix (Fin 3) (Fin 2) ℂ) := by
      ext i j
      fin_cases i <;> fin_cases j <;>
        simp [Matrix.mul_apply, Fin.sum_univ_succ, h2] <;> norm_num [h2]
    rw [e]
    exact posSemidef_conjTranspose_mul_self _
  · have e : (1 - !![1/2, 1/4; 1/4, 1/2] : Matrix (Fin 2) (Fin 2) ℂ) =
        (!![1/2, -1/2; 1/2, 0; 0, 1/2] : Matrix (Fin 3) (Fin 2) ℂ)ᴴ *
          (!![1/2, -1/2; 1/2, 0; 0, 1/2] : Matrix (Fin 3) (Fin 2) ℂ) := by
      ext i j
      fin_cases i <;> fin_cases j <;>
        simp [Matrix.mul_apply, Fin.sum_univ_succ, h2] <;> norm_num [h2]
    rw [e]
    exact posSemidef_conjTranspose_mul_self _
  · ext i j
    fin_cases i <;> fin_cases j <;>
      simp [Matrix.mul_apply, Fin.sum_univ_succ]
    norm_num

end PAWNaturalOrbitals
```

```lean
#print axioms PAWNaturalOrbitals.diagonalise_occupations
#print axioms PAWNaturalOrbitals.natural_orbitals
#print axioms PAWNaturalOrbitals.natural_eigenvalue
#print axioms PAWNaturalOrbitals.idempotent_iff
```

```
'PAWNaturalOrbitals.diagonalise_occupations' depends on axioms: [propext, Classical.choice, Quot.sound]
'PAWNaturalOrbitals.natural_orbitals' depends on axioms: [propext, Classical.choice, Quot.sound]
'PAWNaturalOrbitals.natural_eigenvalue' depends on axioms: [propext, Classical.choice, Quot.sound]
'PAWNaturalOrbitals.idempotent_iff' depends on axioms: [propext, Classical.choice, Quot.sound]
```

## Bands, overlap and projectors as matrices

Take a finite basis $\chi_r$ and expand each band in it. The coefficients form $C$, with rows labelled by basis functions (`n` in Lean) and columns by bands (`J`). The other matrices are

- the overlap $S_{rs}=\langle\chi_r|\hat S|\chi_s\rangle$, where $\hat S$ is the PAW or ultrasoft overlap operator;
- the projector matrix $P_{ar}=\langle p_a|\chi_r\rangle$, with the projectors $p_a$ labelled by the type `p`;
- the occupation matrix $F$, which acts in band space.

The bands are S-orthonormal when $C^\dagger SC=1$. Their one-body density matrix is $\gamma=CFC^\dagger$, and $P\gamma P^\dagger$ contains the projector occupations that enter the augmentation terms. Some PAW conventions use the transpose of this last matrix.

The condition $0\le F\le 1$ appears as two hypotheses, `F.PosSemidef` and `(1 - F).PosSemidef`. It stands for the Pauli principle: any normalised combination $c$ of the bands has occupation $c^\dagger Fc$ between 0 and 1, counted per spin orbital. The first hypothesis already includes that $F$ is Hermitian.

The theorem `natural_orbitals` says that there are a unitary $U$ and real numbers $n_i\in[0,1]$, called `occ i` in the file, with the following property. For every $S$ and $C$ with $C^\dagger SC=1$, the columns $\varphi_i$ of $CU$ are S-orthonormal and

$$CFC^\dagger=\sum_i n_i\,\varphi_i\varphi_i^\dagger ,\qquad
P(CFC^\dagger)P^\dagger=\sum_i n_i\,(P\varphi_i)(P\varphi_i)^\dagger$$

for every $P$. The order of the quantifiers matters. With the index sets fixed, $U$ and the occupations come before $S$, $C$ and $P$, so the same rotation serves when the atoms move and the overlap changes, provided that $F$ stays the same.

The matrix $S$ is not required to be Hermitian or positive, since only $C^\dagger SC=1$ is used. The physical overlap has both properties. The occupation matrix is an input: nothing here derives it from a many-electron state or from a minimisation. The basis and the set of bands are finite, and $U$ is not claimed to be unique. When two occupations coincide, any unitary mixing of their two orbitals gives another valid choice.

## From the eigenvectors of F to the natural orbitals

Since $F$ is Hermitian, it has an orthonormal set of eigenvectors $u_i$ with real eigenvalues $n_i$. With the $u_i$ as the columns of $U$ and $D=\mathrm{diag}(n_i)$,

$$F=UDU^\dagger .$$

Positivity of $F$ gives $n_i=u_i^\dagger Fu_i\ge 0$. Positivity of $1-F$ gives

$$0\le u_i^\dagger(1-F)u_i=\bigl(U^\dagger(1-F)U\bigr)_{ii}=1-n_i ,$$

so $n_i\le 1$. Now set $\Phi=CU$. Orthonormality survives the rotation:

$$\Phi^\dagger S\Phi=U^\dagger(C^\dagger SC)U=U^\dagger U=1 .$$

The density matrix follows by substitution:

$$CFC^\dagger=C\,UDU^\dagger C^\dagger=\Phi D\Phi^\dagger .$$

Its elements are $(\Phi D\Phi^\dagger)_{rs}=\sum_i\Phi_{ri}\,n_i\,\Phi_{si}^*$, which is the weighted sum of outer products. Multiplying by $P$ on the left and $P^\dagger$ on the right replaces $\Phi$ by $P\Phi$ and leaves the occupations alone.

The lemmas follow the same division. `orbitalDensity_eq` compares matrix elements to turn the sum into $\Phi D\Phi^\dagger$. `diagonalise_occupations` supplies $U$ and both bounds, and `rotated_orthonormal` is the calculation of $\Phi^\dagger S\Phi$. The main theorem combines them, and its last two claims need only the substitution of $F=UDU^\dagger$ and a regrouping of products.

## The spectral theorem, repackaged

The proof turns on Mathlib's `spectral_theorem` for Hermitian matrices, reached through `hF.1`, the Hermitian part of the positivity hypothesis. It expresses $F$ as a conjugation automorphism applied to a diagonal matrix. Rewriting with `Unitary.conjStarAlgAut_apply` turns this into the ordinary product $UDU^\dagger$.

The unitary arrives as `hF.1.eigenvectorUnitary`, a matrix bundled with a proof of its unitarity. The intermediate statement `hs` separates the two, and after `obtain` the argument has a plain matrix `U`, a list `occ` and the equation for $F$.

This helps with the upper bound. Applying the spectral theorem to $1-F$ as well would produce a second list of eigenvalues, which would have to be matched to the first. The file stays with one $U$: `conjTranspose_mul_mul_same` shows that $U^\dagger(1-F)U$ is positive semidefinite, and `diag_nonneg` reads off its diagonal, $1-n_i\ge0$. The final lines only move this inequality from complex to real numbers.

## Expectation values, eigenvectors and idempotency

For any one-body matrix $A$, `expectation_value` states

$$\mathrm{Tr}(\gamma A)=\sum_i n_i\,\varphi_i^\dagger A\varphi_i ,$$

where $\gamma$ is now the density matrix built from orbitals $\varphi_i$ and occupations $n_i$. By hand, each term is

$$\mathrm{Tr}(\varphi_i\varphi_i^\dagger A)=\sum_{r,s}\Phi_{ri}\Phi_{si}^*A_{sr}=\varphi_i^\dagger A\varphi_i .$$

The Lean proof expands both sides into this double sum and exchanges the order of summation. No orthonormality is needed. For the expectation value of a physical operator in PAW or ultrasoft calculations, the matrix $A$ has to include the operator's augmentation terms, just as $S$ includes those of the identity. The choice $A_{sr}=\chi_s^*(x)\chi_r(x)$ gives the smooth density at a point $x$. The choice $A=S$, for S-orthonormal orbitals, gives the electron number $\mathrm{Tr}(\gamma S)=\sum_i n_i$.

The remaining two results assume $\Phi^\dagger S\Phi=1$. First, `natural_eigenvalue` shows that the orbitals are eigenvectors of $\gamma S$:

$$\gamma S\Phi=\Phi D(\Phi^\dagger S\Phi)=\Phi D ,$$

whose $i$-th column is $\gamma S\varphi_i=n_i\varphi_i$. This is the equation that defines natural orbitals in a basis with overlap $S$. In a non-orthogonal basis these orbitals need not be eigenvectors of $\gamma$ alone: in the two-band example below, $\gamma\varphi_1$ is not a multiple of $\varphi_1$.

Second, `idempotent_iff` says that $\gamma S\gamma=\gamma$ holds exactly when every $n_i$ is 0 or 1. The left side is

$$\Phi D(\Phi^\dagger S\Phi)D\Phi^\dagger=\Phi D^2\Phi^\dagger .$$

If all occupations are 0 or 1, then $D^2=D$ and the equality follows. For the converse, the proof recovers the band matrix from the density matrix. The step `back` does this for any band matrix $X$:

$$\Phi^\dagger S(\Phi X\Phi^\dagger)S\Phi=X .$$

Applied to $\Phi D^2\Phi^\dagger=\Phi D\Phi^\dagger$, it gives $D^2=D$. Each diagonal element then satisfies $n_i(n_i-1)=0$.

## Two bands with fractional occupations

The theorem `natural_orbitals_witness` checks the hypotheses for

$$F=\begin{pmatrix}1/2&1/4\\1/4&1/2\end{pmatrix},\quad
S=\begin{pmatrix}1&1\\1&2\end{pmatrix},\quad
C=\begin{pmatrix}1&-1\\0&1\end{pmatrix}.$$

It proves positivity by writing both $F$ and $1-F$ as $B^\dagger B$ with a $3\times2$ matrix $B$, and it verifies $C^\dagger SC=1$ element by element.

The natural orbitals of this example take a few lines to find. The eigenvectors of $F$ are $(1,1)^T/\sqrt2$ and $(1,-1)^T/\sqrt2$, with occupations $3/4$ and $1/4$. Multiplying by $C$ gives

$$\varphi_1=\frac1{\sqrt2}\begin{pmatrix}0\\1\end{pmatrix},\qquad
\varphi_2=\frac1{\sqrt2}\begin{pmatrix}2\\-1\end{pmatrix}.$$

Both satisfy $\varphi_i^\dagger S\varphi_i=1$, and $\varphi_1^\dagger S\varphi_2=0$. Their weighted sum is

$$\frac34\,\varphi_1\varphi_1^\dagger+\frac14\,\varphi_2\varphi_2^\dagger
=\begin{pmatrix}1/2&-1/4\\-1/4&1/2\end{pmatrix}=CFC^\dagger .$$

The occupations add up to one electron. Since they are fractional, $\gamma S\gamma\ne\gamma$.

## Occupation matrices in electronic-structure codes

Non-diagonal occupation matrices occur in ensemble density-functional calculations that treat $F$ as a variable alongside the orbitals. For a finite set of bands and for any quantity determined by the one-body density matrix, the result allows a routine written for scalar occupations to be used after one rotation by $U$. The rotated orbitals need not be eigenstates of the Kohn–Sham Hamiltonian, because $U$ diagonalises $F$ and the Hamiltonian need not commute with it in band space.
